# Coherent tie-line ends shift with mean composition in a two-parabola alloy model with misfit

Let $z$ be the fraction of the second phase in a two-phase alloy, $c_1$ and $c_2$ the phase compositions, and $c$ the mean composition. Compositions are scaled so that the stress-free phases have their energy minima at 0 and 1. Both wells have curvature $k$, and $V$ sets the elastic cost of keeping misfitting lattices continuous:

$$E=(1-z)\frac{k c_1^2}{2}+z\frac{k(c_2-1)^2}{2}+Vz(1-z),\qquad (1-z)c_1+zc_2=c.$$

For $k>2V>0$ and $V/k<c<1-V/k$, I believe the only minimum over $0<z<1$ and real $c_1,c_2$ has $c_1=V(1-2c)/(k-2V)$ and $c_2=c_1+1$, so the tie-line ends depend on $c$. Can this be proved rigorously and checked by machine?

## Two squares determine the minimum

Yes. Put $d=c_2-1-c_1$, the difference between the phases' displacements from their wells. Mass balance gives

$$c_1=c-z-zd,\qquad c_2-1=c-z+(1-z)d.$$

On substitution the terms linear in $d$ cancel, and $(1-z)z^2+z(1-z)^2=z(1-z)$, so

$$E=\frac k2(c-z)^2+Vz(1-z)+\frac k2z(1-z)d^2.$$

The first two terms equal $\frac{k-2V}{2}z^2-(kc-V)z+\frac{kc^2}{2}$. Completing the square gives

$$E=E_*+\frac{k-2V}{2}(z-z_*)^2+\frac k2z(1-z)d^2,$$

$$z_*=\frac{kc-V}{k-2V},\qquad E_*=\frac{kc^2}{2}-\frac{(kc-V)^2}{2(k-2V)}.$$

The composition window is exactly $0<z_*<1$. Both square terms have positive coefficients, so the minimum requires $z=z_*$ and $d=0$. Then $c_1=c-z_*=V(1-2c)/(k-2V)$ and $c_2=c_1+1$.

## What the Lean statement says

`Admissible` combines $0<z<1$ with mass balance. `IsEquilibrium` means least energy among all admissible states, so single-phase states do not compete. The functions `eqFraction`, `eqEnd` and `eqEnergy` are $z_*$, the end $c_1$ and $E_*$.

The main theorem, `isEquilibrium_iff`, says that a state is an equilibrium if and only if it has the values above, which gives existence and uniqueness together. It assumes $k>0$ but not $V>0$; at $V=0$ the ends are 0 and 1 for every $c$ in the window. The hypothesis $k>2V$ is stated for convenience, since it follows from $k>0$ and a nonempty window.

The model assumes equal curvatures and a constant $V$, and has no interfacial energy. Scaled compositions range over all reals, without physical bounds.

```lean
import Mathlib

namespace CoherentTieLine

noncomputable section

/-- Energy of a coherent two-phase alloy with fraction `z` of the second phase: parabolic wells
of curvature `k` at compositions 0 and 1, and the misfit energy `V z (1 - z)`. -/
def energy (k V z c₁ c₂ : ℝ) : ℝ :=
  (1 - z) * (k * c₁ ^ 2 / 2) + z * (k * (c₂ - 1) ^ 2 / 2) + V * z * (1 - z)

/-- Both phases are present and their compositions average to the mean composition `c`. -/
def Admissible (c z c₁ c₂ : ℝ) : Prop :=
  0 < z ∧ z < 1 ∧ (1 - z) * c₁ + z * c₂ = c

/-- A two-phase state of least energy among all two-phase states of mean composition `c`. -/
def IsEquilibrium (k V c z c₁ c₂ : ℝ) : Prop :=
  Admissible c z c₁ c₂ ∧
    ∀ z' a b, Admissible c z' a b → energy k V z c₁ c₂ ≤ energy k V z' a b

/-- The phase fraction `(k c - V) / (k - 2 V)`, for `k ≠ 2 V`. -/
def eqFraction (k V c : ℝ) : ℝ := (k * c - V) / (k - 2 * V)

/-- The tie-line end `V (1 - 2 c) / (k - 2 V)`, for `k ≠ 2 V`. -/
def eqEnd (k V c : ℝ) : ℝ := V * (1 - 2 * c) / (k - 2 * V)

/-- The energy `k c² / 2 - (k c - V)² / (2 (k - 2 V))`, for `k ≠ 2 V`. -/
def eqEnergy (k V c : ℝ) : ℝ := k * c ^ 2 / 2 - (k * c - V) ^ 2 / (2 * (k - 2 * V))

/-- At fixed mean composition the energy is a function of the phase fraction alone plus a term
quadratic in the difference between the two phases' displacements from their wells. -/
theorem energy_split {k V c z c₁ c₂ : ℝ} (h : (1 - z) * c₁ + z * c₂ = c) :
    energy k V z c₁ c₂ = k / 2 * (c - z) ^ 2 + V * z * (1 - z)
      + k / 2 * (z * (1 - z) * (c₂ - 1 - c₁) ^ 2) := by
  subst h
  unfold energy
  ring

/-- For `k ≠ 2 V` and fixed mean composition, the energy is `eqEnergy` plus one term quadratic
in the deviation of the phase fraction and one quadratic in the mismatch of displacements. -/
theorem energy_gap {k V c z c₁ c₂ : ℝ} (hkV : k ≠ 2 * V) (h : (1 - z) * c₁ + z * c₂ = c) :
    energy k V z c₁ c₂ = eqEnergy k V c + (k - 2 * V) / 2 * (z - eqFraction k V c) ^ 2
      + k / 2 * (z * (1 - z) * (c₂ - 1 - c₁) ^ 2) := by
  rw [energy_split h]
  have hd : k - 2 * V ≠ 0 := sub_ne_zero.2 hkV
  -- complete the square in the phase fraction
  have hz : (k - 2 * V) * eqFraction k V c = k * c - V := by
    unfold eqFraction
    exact mul_div_cancel₀ _ hd
  have he : eqEnergy k V c = k * c ^ 2 / 2 - (k - 2 * V) / 2 * eqFraction k V c ^ 2 := by
    unfold eqEnergy
    rw [← hz]
    field_simp
  rw [he]
  linear_combination z * hz

/-- For `k > 0`, `k > 2 V` and `V/k < c < 1 - V/k` there is exactly one coherent two-phase
equilibrium; its tie-line ends are `V (1 - 2 c) / (k - 2 V)` and that value plus one. -/
theorem isEquilibrium_iff {k V c : ℝ} (hk : 0 < k) (hkV : 2 * V < k)
    (hlo : V / k < c) (hhi : c < 1 - V / k) (z c₁ c₂ : ℝ) :
    IsEquilibrium k V c z c₁ c₂ ↔
      z = eqFraction k V c ∧ c₁ = eqEnd k V c ∧ c₂ = eqEnd k V c + 1 := by
  have hd : 0 < k - 2 * V := by linarith
  have h1 : V < c * k := (div_lt_iff₀ hk).1 hlo
  have h2 : V < (1 - c) * k := (div_lt_iff₀ hk).1 (by linarith)
  have hz0 : 0 < eqFraction k V c := div_pos (by linarith) hd
  have hz1 : eqFraction k V c < 1 := (div_lt_one hd).2 (by linarith)
  have hsum : eqEnd k V c + eqFraction k V c = c := by
    unfold eqEnd eqFraction
    rw [← add_div, div_eq_iff hd.ne']
    ring
  have hadm : Admissible c (eqFraction k V c) (eqEnd k V c) (eqEnd k V c + 1) :=
    ⟨hz0, hz1, by linear_combination hsum⟩
  have hE : energy k V (eqFraction k V c) (eqEnd k V c) (eqEnd k V c + 1) = eqEnergy k V c := by
    rw [energy_gap hkV.ne' hadm.2.2]
    ring
  constructor
  · rintro ⟨⟨h0, h1', hb⟩, hmin⟩
    have hle := hmin _ _ _ hadm
    rw [hE, energy_gap hkV.ne' hb] at hle
    have hw : 0 < z * (1 - z) := mul_pos h0 (by linarith)
    have p1 : 0 ≤ (k - 2 * V) / 2 * (z - eqFraction k V c) ^ 2 := by positivity
    have p2 : 0 ≤ k / 2 * (z * (1 - z) * (c₂ - 1 - c₁) ^ 2) := by positivity
    -- both squares vanish at a minimum
    have q1 : (k - 2 * V) / 2 * (z - eqFraction k V c) ^ 2 = 0 := by linarith
    have q2 : k / 2 * (z * (1 - z)) * (c₂ - 1 - c₁) ^ 2 = 0 := by linarith
    have r1 : z - eqFraction k V c = 0 :=
      pow_eq_zero_iff two_ne_zero |>.1 ((mul_eq_zero.1 q1).resolve_left (by positivity))
    have r2 : c₂ - 1 - c₁ = 0 :=
      pow_eq_zero_iff two_ne_zero |>.1 ((mul_eq_zero.1 q2).resolve_left (by positivity))
    have r3 : c₁ = eqEnd k V c := by linear_combination hb - hsum - z * r2 - r1
    exact ⟨by linarith, r3, by linarith⟩
  · rintro ⟨rfl, rfl, rfl⟩
    refine ⟨hadm, fun z' a b h => ?_⟩
    rw [hE, energy_gap hkV.ne' h.2.2]
    have hw : 0 < z' * (1 - z') := mul_pos h.1 (by linarith [h.2.1])
    have p1 : 0 ≤ (k - 2 * V) / 2 * (z' - eqFraction k V c) ^ 2 := by positivity
    have p2 : 0 ≤ k / 2 * (z' * (1 - z') * (b - 1 - a) ^ 2) := by positivity
    linarith

/-- For `k > 0`, the phase fraction of an equilibrium minimises the energy of states whose two
phases are displaced equally from their wells. -/
theorem fraction_minimises {k V c z c₁ c₂ : ℝ} (hk : 0 < k)
    (h : IsEquilibrium k V c z c₁ c₂) {z' : ℝ} (h0 : 0 < z') (h1 : z' < 1) :
    k / 2 * (c - z) ^ 2 + V * z * (1 - z) ≤ k / 2 * (c - z') ^ 2 + V * z' * (1 - z') := by
  obtain ⟨⟨hz0, hz1, hb⟩, hmin⟩ := h
  have hb' : (1 - z') * (c - z') + z' * (c - z' + 1) = c := by ring
  have hle := hmin z' (c - z') (c - z' + 1) ⟨h0, h1, hb'⟩
  rw [energy_split hb, energy_split hb'] at hle
  have hw : 0 < z * (1 - z) := mul_pos hz0 (by linarith)
  have p : 0 ≤ k / 2 * (z * (1 - z) * (c₂ - 1 - c₁) ^ 2) := by positivity
  linarith

/-- For `k > 0` and `k > 2 V`, a coherent two-phase equilibrium exists exactly when the mean
composition lies strictly between `V/k` and `1 - V/k`. -/
theorem exists_equilibrium_iff {k V c : ℝ} (hk : 0 < k) (hkV : 2 * V < k) :
    (∃ z c₁ c₂, IsEquilibrium k V c z c₁ c₂) ↔ V / k < c ∧ c < 1 - V / k := by
  have hd : 0 < k - 2 * V := by linarith
  constructor
  · rintro ⟨z, c₁, c₂, h⟩
    have h0 : 0 < z := h.1.1
    have h1 : 0 < 1 - z := by linarith [h.1.2.1]
    constructor
    · -- otherwise halving the second phase lowers the energy
      rw [div_lt_iff₀ hk]
      by_contra hc
      have hm := fraction_minimises hk h (z' := z / 2) (by linarith) (by linarith)
      nlinarith [mul_nonneg (sub_nonneg.2 (not_lt.1 hc)) h0.le, mul_pos hd (pow_pos h0 2)]
    · -- otherwise halving the first phase lowers the energy
      rw [lt_sub_comm, div_lt_iff₀ hk]
      by_contra hc
      have hm := fraction_minimises hk h (z' := (1 + z) / 2) (by linarith) (by linarith)
      nlinarith [mul_nonneg (sub_nonneg.2 (not_lt.1 hc)) h1.le, mul_pos hd (pow_pos h1 2)]
  · rintro ⟨hlo, hhi⟩
    exact ⟨_, _, _, (isEquilibrium_iff hk hkV hlo hhi _ _ _).2 ⟨rfl, rfl, rfl⟩⟩

/-- If `0 < k < 2 V`, no coherent two-phase equilibrium exists at any mean composition. -/
theorem no_equilibrium_of_large_misfit {k V : ℝ} (hk : 0 < k) (hkV : k < 2 * V)
    (c z c₁ c₂ : ℝ) : ¬ IsEquilibrium k V c z c₁ c₂ := by
  intro h
  have h0 : 0 < z := h.1.1
  have h1 : 0 < 1 - z := by linarith [h.1.2.1]
  have he : 0 < z * (1 - z) := mul_pos h0 h1
  -- compare with the fractions shifted up and down by z (1 - z)
  have hp := fraction_minimises hk h (z' := z + z * (1 - z)) (by linarith)
    (by nlinarith [pow_pos h1 2])
  have hm := fraction_minimises hk h (z' := z - z * (1 - z)) (by nlinarith [pow_pos h0 2])
    (by linarith)
  nlinarith [mul_pos (sub_pos.2 hkV) (pow_pos he 2)]

/-- For `k ≠ 2 V`, the slope of `eqEnergy` in the mean composition is `k` times the tie-line
end `eqEnd`. -/
theorem hasDerivAt_eqEnergy {k V : ℝ} (hkV : k ≠ 2 * V) (c : ℝ) :
    HasDerivAt (eqEnergy k V) (k * eqEnd k V c) c := by
  have hd : k - 2 * V ≠ 0 := sub_ne_zero.2 hkV
  have h1 := (((hasDerivAt_id' c).fun_pow 2).const_mul k).div_const 2
  have h2 := ((((hasDerivAt_id' c).const_mul k).sub_const V).fun_pow 2).div_const
    (2 * (k - 2 * V))
  refine (h1.fun_sub h2).congr_deriv ?_
  simp only [eqEnd, Nat.cast_ofNat, Nat.reduceSub, pow_one, mul_one]
  field_simp
  ring

/-- For `0 < 2 V < k`, the tie-line end `eqEnd` falls strictly as the mean composition grows. -/
theorem eqEnd_strictAnti {k V : ℝ} (hV : 0 < V) (hkV : 2 * V < k) :
    StrictAnti (eqEnd k V) := by
  intro x y hxy
  have hd : 0 < k - 2 * V := by linarith
  unfold eqEnd
  rw [div_lt_div_iff_of_pos_right hd]
  nlinarith [mul_pos hV (sub_pos.2 hxy)]

end

end CoherentTieLine
```

```lean
#print axioms CoherentTieLine.exists_equilibrium_iff
-- 'CoherentTieLine.exists_equilibrium_iff' depends on axioms: [propext, Classical.choice, Quot.sound]
#print axioms CoherentTieLine.no_equilibrium_of_large_misfit
-- 'CoherentTieLine.no_equilibrium_of_large_misfit' depends on axioms: [propext, Classical.choice, Quot.sound]
#print axioms CoherentTieLine.hasDerivAt_eqEnergy
-- 'CoherentTieLine.hasDerivAt_eqEnergy' depends on axioms: [propext, Classical.choice, Quot.sound]
#print axioms CoherentTieLine.eqEnd_strictAnti
-- 'CoherentTieLine.eqEnd_strictAnti' depends on axioms: [propext, Classical.choice, Quot.sound]
```

## From the energy identity to the theorems

`energy_split` and `energy_gap` are the two displayed forms of $E$, verified by `ring` and `linear_combination`. In `isEquilibrium_iff`, the forward direction compares a given minimiser with the explicit state: the nonnegative terms `p1` and `p2` must both vanish, and mass balance then fixes $c_1$. The converse uses the same nonnegativity for an arbitrary competitor.

`fraction_minimises` reduces the problem to $z$ alone. With it, `exists_equilibrium_iff` shows that, for $k>0$ and $k>2V$, the window is also necessary: outside it, halving one phase fraction lowers the energy. For $0<k<2V$, `no_equilibrium_of_large_misfit` compares $z$ with $z\pm z(1-z)$; at $d=0$ the energy is strictly concave in $z$, so at least one of the shifts lowers it.

`hasDerivAt_eqEnergy` differentiates $E_*$ and finds the slope $kc_1$, the diffusion potential shared by both phases at equilibrium. `eqEnd_strictAnti` compares numerators to show that $c_1$ falls strictly with $c$ when $0<2V<k$.

## The window's edge, and a numerical calculation

The strict bound $V/k<c$ can't be relaxed to $V/k\le c$. Take $k=4$, $V=1$, $c=1/4$. With $d=0$ the energy is $1/8+z^2$, which approaches $1/8$ as $z\to0$ but never reaches it for $z>0$. No two-phase minimum exists, and the formula returns $z_*=0$.

One way to compute a coherent phase diagram is to repeat a constrained minimisation like this one at each mean composition. A common-tangent routine applied to the two wells alone leaves out the misfit term and returns 0 and 1 every time. For this equal-curvature, constant-$V$ model, the formulas supply test values: with $k=4$ and $V=1$, $c=0.5$ gives ends 0 and 1, while $c=0.4$ gives $z=0.3$ and ends 0.1 and 1.1.
